# A linear quantization rule for spin that obeys the commutator identity but does not descend to a sphere of positive radius

A classical spin of fixed length $s$ is a vector $x=(x_0,x_1,x_2)$ confined to the sphere $x\cdot x=s^2$. Its observables are functions on that sphere, and it is convenient to write them as polynomials in the three components. The same observable then has many names: $x_0\,(x\cdot x)$ and $s^2x_0$ are different polynomials, but they agree at every point of the sphere. A rule that turns polynomials into spin operators should give both the same operator if it is to quantize the spin and not merely the polynomials.

Does the correspondence between Poisson brackets and commutators guarantee this? The linear rule

$$T(f)=\sum_i \frac{\partial f}{\partial x_i}(0)\,S_i$$

shows that it does not. For spin matrices $S_i$ that are not all zero, it satisfies $[T(f),T(g)]=i\hbar\,T(\{f,g\})$ for all polynomials. Yet $T(x_0\,(x\cdot x))=0$, since a homogeneous cubic has no linear part, while $T(s^2x_0)=s^2S_0$, which is nonzero when $s>0$ and $\hbar\neq0$.

In Lean 4 with Mathlib:

```lean
import Mathlib

open MvPolynomial

namespace SpinSphereQuantization

noncomputable section
```

## The classical spin and its sphere

Physical observables are real-valued; for convenience the word is used here for all polynomials with complex coefficients. The index type `Fin 3` numbers the components 0, 1, 2, and `X i` is the coordinate $x_i$.

```lean
/-- Classical spin observables: complex polynomials in the three spin components. -/
abbrev Observable := MvPolynomial (Fin 3) ℂ
```

The bracket of a classical spin is

$$\{f,g\}=x\cdot(\nabla f\times\nabla g),$$

written out below by components, with `pderiv i` for $\partial_i=\partial/\partial x_i$.

```lean
/-- The spin Poisson bracket `{f, g} = x · (∇f × ∇g)`. -/
def bracket (f g : Observable) : Observable :=
  X 0 * (pderiv 1 f * pderiv 2 g - pderiv 2 f * pderiv 1 g)
    + X 1 * (pderiv 2 f * pderiv 0 g - pderiv 0 f * pderiv 2 g)
    + X 2 * (pderiv 0 f * pderiv 1 g - pderiv 1 f * pderiv 0 g)
```

The constraint is the polynomial $c=x\cdot x-s^2$. Its multiples $gc$ vanish on the sphere, so adding one to an observable changes nothing that the classical spin can detect.

```lean
/-- The constraint polynomial `x · x - s²` of the sphere of radius `s`. -/
def sphere (s : ℝ) : Observable :=
  X 0 ^ 2 + X 1 ^ 2 + X 2 ^ 2 - C ((s : ℂ) ^ 2)
```

## Spin matrices and the rule $T$

On the quantum side there are three complex square matrices with

$$[S_i,S_j]=i\hbar\sum_k\epsilon_{ijk}S_k,\qquad \epsilon_{012}=1.$$

The three cyclic relations suffice, because the others follow from antisymmetry. The matrices may have any finite size, and $\hbar$ is any real number. Neither Hermiticity nor irreducibility is required, and $S\cdot S$ is not tied to $s^2$.

```lean
/-- The spin commutation relations `[S_i, S_j] = iħ ∑ₖ ε_ijk S_k`, in cyclic form. -/
structure IsSpin {n : Type*} [Fintype n] (ħ : ℝ) (S : Fin 3 → Matrix n n ℂ) : Prop where
  comm01 : S 0 * S 1 - S 1 * S 0 = (Complex.I * ħ) • S 2
  comm12 : S 1 * S 2 - S 2 * S 1 = (Complex.I * ħ) • S 0
  comm20 : S 2 * S 0 - S 0 * S 2 = (Complex.I * ħ) • S 1
```

For a complex vector $a$, write $a\cdot S=\sum_i a_iS_i$, with no complex conjugation.

```lean
/-- The spin component `a · S` along a complex vector `a`. -/
def spinAlong {n : Type*} (S : Fin 3 → Matrix n n ℂ) (a : Fin 3 → ℂ) : Matrix n n ℂ :=
  ∑ i, a i • S i
```

The only information $T$ takes from $f$ is its gradient at the origin, $\nabla f(0)$.

```lean
/-- The gradient of a classical observable at the origin. -/
def gradAtZero (f : Observable) : Fin 3 → ℂ :=
  fun i => eval (0 : Fin 3 → ℂ) (pderiv i f)
```

Thus $T(f)=\nabla f(0)\cdot S$. Both the gradient and the sum are linear, so `quantize S` is a complex-linear map from observables to matrices. It sends $x_i$ to $S_i$, and it sends constants to zero. Dirac's conditions for a quantization normally ask that the constant 1 become the identity operator; $T$ fails that condition and is tested here only on the commutator rule.

```lean
/-- The quantization rule `T(f) = ∑ᵢ (∂f/∂xᵢ)(0) Sᵢ`, as a linear map. -/
def quantize {n : Type*} (S : Fin 3 → Matrix n n ℂ) : Observable →ₗ[ℂ] Matrix n n ℂ where
  toFun f := spinAlong S (gradAtZero f)
  map_add' f g := by
    simp [spinAlong, gradAtZero, add_smul, Finset.sum_add_distrib]
  map_smul' c f := by
    simp [spinAlong, gradAtZero, Finset.smul_sum, mul_smul]
```

## The classical bracket respects the sphere

Since $\nabla x_0\times\nabla x_1$ is the unit vector along axis 2, the definition gives $\{x_0,x_1\}=x_2$, and the cyclic permutations follow in the same way.

```lean
/-- The coordinates satisfy `{x₀, x₁} = x₂` and its cyclic permutations. -/
theorem bracket_coordinates :
    bracket (X 0) (X 1) = X 2 ∧ bracket (X 1) (X 2) = X 0 ∧ bracket (X 2) (X 0) = X 1 := by
  refine ⟨?_, ?_, ?_⟩ <;> simp [bracket, pderiv_X]
```

Differentiating the constraint gives $\partial_i c=2x_i$; the constant $s^2$ drops out.

```lean
/-- The gradient of the sphere constraint is `2x`. -/
theorem pderiv_sphere (s : ℝ) (i : Fin 3) : pderiv i (sphere s) = 2 * X i := by
  fin_cases i <;>
    simp [sphere, Derivation.leibniz_pow, pderiv_X]
```

The product rule now yields

$$\{f,gc\}=\{f,g\}\,c+g\,\{f,c\},\qquad \{f,c\}=2\,x\cdot(\nabla f\times x)=0.$$

Bracketing with any $f$ therefore sends a multiple of $c$ to a multiple of $c$. As the bracket is antisymmetric, it is well defined on polynomials taken modulo multiples of the constraint, so the obstruction below comes from $T$ and not from the classical mechanics. In the proof, `Derivation.leibniz` supplies the product rule and `ring` carries out the cancellation.

```lean
/-- Bracketing with any observable sends a multiple of the sphere constraint to a multiple of
the sphere constraint: `{f, g (x·x - s²)} = {f, g} (x·x - s²)`. -/
theorem bracket_mul_sphere (s : ℝ) (f g : Observable) :
    bracket f (g * sphere s) = bracket f g * sphere s := by
  simp only [bracket, Derivation.leibniz, smul_eq_mul, pderiv_sphere]
  ring
```

## The commutator identity

Put $w=\nabla f\times\nabla g$, so that $\{f,g\}=\sum_k x_kw_k$. Then

$$\partial_i\{f,g\}=w_i+\sum_k x_k\,\partial_iw_k .$$

At the origin the sum vanishes, leaving

$$\nabla\{f,g\}(0)=\nabla f(0)\times\nabla g(0).$$

The second derivatives of $f$ and $g$ sit in the terms that disappear, which is why a rule that sees only first derivatives can be compatible with the bracket. The proof checks the three components separately.

```lean
/-- At the origin, the gradient of `{f, g}` is the cross product of the gradients. -/
theorem gradAtZero_bracket (f g : Observable) :
    gradAtZero (bracket f g) = crossProduct (gradAtZero f) (gradAtZero g) := by
  rw [cross_apply]
  ext i
  fin_cases i <;>
    simp [gradAtZero, bracket, Derivation.leibniz, pderiv_X]
```

The matrices reproduce the same cross product. Expanding by bilinearity and grouping the terms,

$$\begin{aligned}
[a\cdot S,b\cdot S]={}&(a_1b_2-a_2b_1)[S_1,S_2]+(a_2b_0-a_0b_2)[S_2,S_0]\\
&+(a_0b_1-a_1b_0)[S_0,S_1]\\
={}&i\hbar\,(a\times b)\cdot S .
\end{aligned}$$

In the proof, `he` is the grouped expansion and `hc` writes out $(a\times b)\cdot S$. Inserting the three commutation relations makes the two sides agree.

```lean
/-- Spin components along two vectors obey `[a·S, b·S] = iħ (a × b)·S`. -/
theorem spinAlong_comm {n : Type*} [Fintype n] {ħ : ℝ} {S : Fin 3 → Matrix n n ℂ}
    (hS : IsSpin ħ S) (a b : Fin 3 → ℂ) :
    spinAlong S a * spinAlong S b - spinAlong S b * spinAlong S a
      = (Complex.I * ħ) • spinAlong S (crossProduct a b) := by
  have hc : spinAlong S (crossProduct a b) = (a 1 * b 2 - a 2 * b 1) • S 0
      + (a 2 * b 0 - a 0 * b 2) • S 1 + (a 0 * b 1 - a 1 * b 0) • S 2 := by
    simp [spinAlong, Fin.sum_univ_three, cross_apply]
  -- collect the products into the three elementary commutators
  have he : spinAlong S a * spinAlong S b - spinAlong S b * spinAlong S a
      = (a 1 * b 2 - a 2 * b 1) • (S 1 * S 2 - S 2 * S 1)
      + (a 2 * b 0 - a 0 * b 2) • (S 2 * S 0 - S 0 * S 2)
      + (a 0 * b 1 - a 1 * b 0) • (S 0 * S 1 - S 1 * S 0) := by
    simp only [spinAlong, Fin.sum_univ_three, Matrix.add_mul, Matrix.mul_add,
      Matrix.smul_mul, Matrix.mul_smul]
    module
  rw [he, hc, hS.comm01, hS.comm12, hS.comm20]
  module
```

With $a=\nabla f(0)$ and $b=\nabla g(0)$, the last two results combine to

$$[T(f),T(g)]=i\hbar\,\bigl(\nabla f(0)\times\nabla g(0)\bigr)\cdot S=i\hbar\,T(\{f,g\}).$$

## What $T$ does to multiples of the constraint

At the origin the constraint has the value $c(0)=-s^2$ and zero gradient. The product rule gives

$$\partial_i(gc)(0)=\partial_ig(0)\,c(0)+g(0)\,\partial_ic(0)=-s^2\,\partial_ig(0),$$

and therefore $T(gc)=-s^2\,T(g)$. The lemma proves this first for the gradients, as `h`, and then carries the factor through the sum over spin components. No commutation relation is used.

```lean
/-- On a multiple of the sphere constraint, `T(g (x·x - s²)) = -s² T(g)`. -/
theorem quantize_mul_sphere {n : Type*} (S : Fin 3 → Matrix n n ℂ) (s : ℝ) (g : Observable) :
    quantize S (g * sphere s) = (-(s : ℂ) ^ 2) • quantize S g := by
  have hs : eval (0 : Fin 3 → ℂ) (sphere s) = -(s : ℂ) ^ 2 := by simp [sphere]
  -- product rule at the origin, where the gradient of the constraint vanishes
  have h : gradAtZero (g * sphere s) = (-(s : ℂ) ^ 2) • gradAtZero g := by
    ext i
    simp only [gradAtZero, Derivation.leibniz, smul_eq_mul, map_add, map_mul, pderiv_sphere,
      hs, eval_X, Pi.zero_apply, Pi.smul_apply]
    ring
  change spinAlong S (gradAtZero (g * sphere s)) = (-(s : ℂ) ^ 2) • spinAlong S (gradAtZero g)
  rw [h]
  simp only [spinAlong, Pi.smul_apply, smul_eq_mul, mul_smul, Finset.smul_sum]
```

This formula settles when $T$ vanishes on every multiple of the constraint. If $s=0$, the factor $-s^2$ is zero; if all three matrices vanish, $T$ is the zero map. Conversely, suppose that $T(gc)=0$ for every $g$ and that $s\neq0$. Taking $g=x_i$ gives

$$0=T(x_ic)=-s^2S_i,$$

so $S_i=0$ for each $i$. The theorem states this equivalence for any real $s$ and any three matrices, whether or not they are spin matrices. In the code, `hX` is the evaluation $T(x_i)=S_i$, and `hc` says that the factor $-s^2$ is nonzero.

```lean
/-- `T` vanishes on all multiples of `x·x - s²` exactly when the radius is zero or all
three spin matrices are zero. -/
theorem vanishes_on_sphere_iff {n : Type*} (S : Fin 3 → Matrix n n ℂ) (s : ℝ) :
    (∀ g, quantize S (g * sphere s) = 0) ↔ s = 0 ∨ S = 0 := by
  constructor
  · intro h
    by_cases hs : s = 0
    · exact Or.inl hs
    · right
      funext i
      -- test on the coordinate `xᵢ`, which is quantized to `Sᵢ`
      have hX : quantize S (X i) = S i := by
        fin_cases i <;>
          simp [quantize, spinAlong, gradAtZero, Fin.sum_univ_three, pderiv_X]
      have hi := h (X i)
      rw [quantize_mul_sphere, hX] at hi
      have hc : (-(s : ℂ) ^ 2) ≠ 0 :=
        neg_ne_zero.mpr (pow_ne_zero 2 (Complex.ofReal_ne_zero.mpr hs))
      exact (smul_eq_zero.mp hi).resolve_left hc
  · rintro (rfl | rfl) g
    · rw [quantize_mul_sphere]
      simp
    · simp [quantize, spinAlong]
```

## Both properties at once

The main theorem assumes the commutation relations (`IsSpin ħ S`), that the three matrices are not all zero (`S ≠ 0`), and that the radius is positive. It concludes three things:

- the commutator identity holds for all polynomials $f$ and $g$;
- $T(c)=0$;
- some polynomial $g$ has $T(gc)\neq0$.

The second item shows that testing the constraint by itself would miss the failure. It follows from $T(gc)=-s^2T(g)$ with $g=1$, because $T(1)=0$. The third is proved by contradiction: if every multiple were killed, the equivalence above would force $s=0$ or $S=0$.

For semiclassical spin dynamics, where a spin is treated as a vector of fixed length, this single linear rule on polynomial observables shows that agreement between brackets and commutators does not by itself make an operator assignment well defined on the sphere. The theorem concerns this $T$ only and does not exclude other quantization rules.

```lean
/-- For nonzero spin matrices and `s > 0`, `T` satisfies `[Tf, Tg] = iħ T{f, g}` on all
polynomials and kills `x·x - s²`, yet it does not kill every multiple of `x·x - s²`. -/
theorem dirac_rule_without_sphere {n : Type*} [Fintype n] {ħ s : ℝ}
    {S : Fin 3 → Matrix n n ℂ} (hS : IsSpin ħ S) (hne : S ≠ 0) (hs : 0 < s) :
    (∀ f g, quantize S f * quantize S g - quantize S g * quantize S f
        = (Complex.I * ħ) • quantize S (bracket f g))
      ∧ quantize S (sphere s) = 0
      ∧ ∃ g, quantize S (g * sphere s) ≠ 0 := by
  refine ⟨fun f g => ?_, ?_, ?_⟩
  · change _ = (Complex.I * ħ) • spinAlong S (gradAtZero (bracket f g))
    rw [gradAtZero_bracket]
    exact spinAlong_comm hS _ _
  · -- the constraint is its own multiple by the constant 1, and `T(1) = 0`
    rw [← one_mul (sphere s), quantize_mul_sphere]
    simp [quantize, spinAlong, gradAtZero]
  · by_contra! h
    rcases (vanishes_on_sphere_iff S s).1 h with h0 | h0
    · exact hs.ne' h0
    · exact hne h0
```

## Spin one-half as a concrete case

The smallest familiar example is $S_i=(\hbar/2)\sigma_i$, where $\sigma_0,\sigma_1,\sigma_2$ are the Pauli matrices usually labelled $x,y,z$.

```lean
/-- The spin-1/2 matrices, `ħ/2` times the Pauli matrices. -/
def spinHalf (ħ : ℝ) : Fin 3 → Matrix (Fin 2) (Fin 2) ℂ :=
  ![!![0, (ħ : ℂ) / 2; (ħ : ℂ) / 2, 0],
    !![0, -Complex.I * ħ / 2; Complex.I * ħ / 2, 0],
    !![(ħ : ℂ) / 2, 0; 0, -(ħ : ℂ) / 2]]
```

From $\sigma_0\sigma_1=i\sigma_2=-\sigma_1\sigma_0$ one finds

$$[S_0,S_1]=\frac{\hbar^2}{4}\,2i\sigma_2=i\hbar S_2,$$

and the other two relations follow cyclically. The proof compares matrix entries, using $i^2=-1$ where it is needed. For $\hbar\neq0$ the upper left entry of $S_2$ is $\hbar/2\neq0$, so the matrices are not all zero. The main theorem therefore applies to spin one-half for every nonzero $\hbar$ and every $s>0$.

```lean
/-- The spin-1/2 matrices satisfy the spin commutation relations, and they are not all zero
when `ħ ≠ 0`. -/
theorem isSpin_witness (ħ : ℝ) :
    IsSpin ħ (spinHalf ħ) ∧ (ħ ≠ 0 → spinHalf ħ ≠ 0) := by
  refine ⟨⟨?_, ?_, ?_⟩, ?_⟩
  iterate 3
    · ext i j
      fin_cases i <;> fin_cases j <;>
        simp [spinHalf] <;>
        first
          | ring1
          | linear_combination ((ħ : ℂ) ^ 2 / 2) * Complex.I_sq
          | linear_combination (-((ħ : ℂ) ^ 2 / 2)) * Complex.I_sq
  · intro hħ h
    have h2 := congrArg (fun A : Fin 3 → Matrix (Fin 2) (Fin 2) ℂ => A 2 0 0) h
    simp [spinHalf, hħ] at h2

end

end SpinSphereQuantization
```

```lean
#print axioms SpinSphereQuantization.bracket_coordinates
#print axioms SpinSphereQuantization.bracket_mul_sphere
#print axioms SpinSphereQuantization.dirac_rule_without_sphere
```

```
'SpinSphereQuantization.bracket_coordinates' depends on axioms: [propext, Classical.choice, Quot.sound]
'SpinSphereQuantization.bracket_mul_sphere' depends on axioms: [propext, Classical.choice, Quot.sound]
'SpinSphereQuantization.dirac_rule_without_sphere' depends on axioms: [propext, Classical.choice, Quot.sound]
```
